# Two matrices in SL(2,ℂ) give the same Lorentz matrix exactly when they are equal or opposite

## Does a Lorentz transformation fix the spinor matrix up to sign?

If some third matrix gave the same Lorentz transformation as $A$ and $-A$, then a known boost or rotation would not tell me how a two-component spinor $\psi\mapsto A\psi$ transforms, even up to sign. I write a four-vector as a Hermitian matrix $X=t\,\sigma_0+x\,\sigma_1+y\,\sigma_2+z\,\sigma_3$, with $\sigma_0$ the identity, and transform it by $X\mapsto AXA^\dagger$. Clearly $-A$ does the same as $A$. But the action is quadratic in $A$, and I only ever apply it to Hermitian $X$. How do I know that no other matrix of determinant 1 slips through?

## Only a phase can cancel, and the determinant reduces it to a sign

Suppose $AXA^\dagger=BXB^\dagger$ for every Hermitian $X$. Restricting to Hermitian matrices loses nothing. For any complex $X$, both $X+X^\dagger$ and $i(X-X^\dagger)$ are Hermitian, and
$$X=\tfrac12(X+X^\dagger)-\tfrac i2\,\bigl[i(X-X^\dagger)\bigr],$$
so by linearity the equality holds for all $X$.

Now take $X$ to be the matrix with a single 1 in row $j$, column $l$. The $(i,k)$ entry of the equality reads
$$A_{ij}\overline{A_{kl}}=B_{ij}\overline{B_{kl}}.$$
Setting $i=k$, $j=l$ gives $|A_{kl}|=|B_{kl}|$. If $A=0$, then $B=0$ as well. Otherwise choose an entry $A_{kl}\neq0$ and multiply the relation by $B_{kl}$:
$$B_{kl}A_{ij}\overline{A_{kl}}=B_{ij}|B_{kl}|^2=B_{ij}A_{kl}\overline{A_{kl}}.$$
Cancelling $\overline{A_{kl}}$ gives $B=cA$ with $c=B_{kl}/A_{kl}$ and $|c|=1$. Conversely, such a phase drops out, because $c\bar c=1$.

For 2×2 matrices of determinant 1, $1=\det B=c^2\det A=c^2$, so $c=\pm1$.

It remains to pass from the action to the Lorentz matrix
$$\Lambda_{mn}=\tfrac12\operatorname{Re}\operatorname{tr}(\sigma_mA\sigma_nA^\dagger).$$
For a Hermitian $K$, with rows and columns numbered 0 and 1, the real parts of the traces against $\sigma_0,\dots,\sigma_3$ are
$$K_{00}+K_{11},\quad 2\operatorname{Re}K_{01},\quad -2\operatorname{Im}K_{01},\quad K_{00}-K_{11},$$
which are twice the coordinates $t,x,y,z$ of $K$, so they determine $K$. Taking $K=AXA^\dagger$ shows, by linearity, that $\Lambda$ carries the coordinates of $X$ to those of $AXA^\dagger$. Taking $K=A\sigma_nA^\dagger$ and $K=B\sigma_nB^\dagger$ shows that equal Lorentz matrices force $A\sigma_nA^\dagger=B\sigma_nB^\dagger$ for each $n$. Every 2×2 matrix is a combination of the $\sigma_n$:
$$X=\tfrac{X_{00}+X_{11}}2\sigma_0+\tfrac{X_{01}+X_{10}}2\sigma_1+\tfrac{i(X_{01}-X_{10})}2\sigma_2+\tfrac{X_{00}-X_{11}}2\sigma_3,$$
so the two actions agree everywhere. Finally, $A\neq-A$, since otherwise $A=0$ and $\det A=0$. Exactly two matrices of determinant 1 share each Lorentz matrix in the image.

### What the Lean theorems say

In the code below, `Aᴴ` is $A^\dagger$, `pauli` lists $\sigma_0,\dots,\sigma_3$, and `lorentz A` is $\Lambda$, a real matrix indexed by `Fin 4`, with time as index 0. The name `lorentz` is generous: the formula is defined for every complex 2×2 matrix. Membership of SL(2,ℂ) enters as the hypothesis `A.det = 1`.

- `action_eq_iff_sign` answers the question for the action on Hermitian matrices: for determinant 1, the actions agree if and only if `B = A ∨ B = -A`.
- `spinor_fibre` says that the matrices of determinant 1 with the same `lorentz` value as $A$ form the set $\{A,-A\}$.
- `spinor_map_two_to_one` says that this set has two elements.

The physical reading needs two facts that the theorems do not state: that $\Lambda$ carries the coordinates of $X$ to those of $AXA^\dagger$, as shown above, and that it preserves the Minkowski interval. The second follows from $\det X=t^2-x^2-y^2-z^2$ and $\det(AXA^\dagger)=|\det A|^2\det X$. For the interval alone $|\det A|=1$ would do, but then every phase would survive; $\det A=1$ is what leaves only the sign. Whether every proper orthochronous Lorentz matrix is reached is a separate question, since the count concerns the image only.

```lean
import Mathlib

open Matrix

namespace SpinorMapTwoToOne

noncomputable section

/-- The four Pauli matrices, with the identity as number zero. -/
def pauli : Fin 4 → Matrix (Fin 2) (Fin 2) ℂ :=
  ![!![1, 0; 0, 1], !![0, 1; 1, 0], !![0, -Complex.I; Complex.I, 0], !![1, 0; 0, -1]]

/-- The spinor map: it sends `A` to the real 4×4 matrix with entries
`½ Re tr(σ_m A σ_n A†)`. -/
def lorentz (A : Matrix (Fin 2) (Fin 2) ℂ) : Matrix (Fin 4) (Fin 4) ℝ :=
  fun m n => (Matrix.trace (pauli m * (A * pauli n * Aᴴ))).re / 2

/-- If `A X A† = B X B†` for all Hermitian `X`, then the same holds for every complex
matrix `X`. -/
theorem action_eq_of_hermitian {n : Type*} [Fintype n] {A B : Matrix n n ℂ}
    (h : ∀ X : Matrix n n ℂ, X.IsHermitian → A * X * Aᴴ = B * X * Bᴴ)
    (X : Matrix n n ℂ) : A * X * Aᴴ = B * X * Bᴴ := by
  -- split `X` into its Hermitian and anti-Hermitian parts
  have h1 := h (X + Xᴴ) (by simp [Matrix.IsHermitian, add_comm])
  have h2 := h (Complex.I • (X - Xᴴ)) (by
    rw [Matrix.IsHermitian, Matrix.conjTranspose_smul, Matrix.conjTranspose_sub,
      Matrix.conjTranspose_conjTranspose, Complex.star_def, Complex.conj_I]
    module)
  simp only [Matrix.mul_smul, Matrix.smul_mul] at h2
  have h3 : A * (X - Xᴴ) * Aᴴ = B * (X - Xᴴ) * Bᴴ :=
    smul_right_injective _ Complex.I_ne_zero h2
  simp only [Matrix.mul_add, Matrix.add_mul] at h1
  simp only [Matrix.mul_sub, Matrix.sub_mul] at h3
  linear_combination (norm := module) (1 / 2 : ℂ) • h1 + (1 / 2 : ℂ) • h3

/-- In any finite dimension, `A` and `B` act identically on all Hermitian matrices through
`X ↦ A X A†` exactly when they differ by a phase factor. -/
theorem action_eq_iff_phase {n : Type*} [Fintype n] [DecidableEq n] (A B : Matrix n n ℂ) :
    (∀ X : Matrix n n ℂ, X.IsHermitian → A * X * Aᴴ = B * X * Bᴴ) ↔
      ∃ c : ℂ, ‖c‖ = 1 ∧ B = c • A := by
  constructor
  · intro h
    -- matrix units turn the hypothesis into a relation between products of entries
    have key : ∀ (M : Matrix n n ℂ) (i j k l : n),
        (M * Matrix.single j l (1 : ℂ) * Mᴴ) i k = M i j * star (M k l) := by
      intro M i j k l
      simp [Matrix.mul_apply, Matrix.single_apply, ite_and]
    have e : ∀ i j k l, A i j * star (A k l) = B i j * star (B k l) := by
      intro i j k l
      rw [← key A, ← key B, action_eq_of_hermitian h]
    have hn : ∀ k l, ‖A k l‖ = ‖B k l‖ := by
      intro k l
      have e1 := congrArg norm (e k l k l)
      rw [norm_mul, norm_mul, norm_star, norm_star] at e1
      exact (sq_eq_sq₀ (norm_nonneg _) (norm_nonneg _)).mp (by rw [sq, sq]; exact e1)
    by_cases hA : ∀ k l, A k l = 0
    · refine ⟨1, norm_one, ?_⟩
      ext i j
      have h0 : ‖B i j‖ = 0 := by rw [← hn, hA, norm_zero]
      rw [one_smul, hA, norm_eq_zero.mp h0]
    · push Not at hA
      obtain ⟨k, l, hkl⟩ := hA
      -- the phase is read off from one nonzero entry
      refine ⟨B k l / A k l, ?_, ?_⟩
      · rw [norm_div, ← hn, div_self (norm_ne_zero_iff.mpr hkl)]
      · ext i j
        have hs : star (A k l) ≠ 0 := star_ne_zero.mpr hkl
        have e2 : B i j * A k l = B k l * A i j := by
          apply mul_right_cancel₀ hs
          linear_combination B i j * e k l k l - B k l * e i j k l
        rw [Matrix.smul_apply, smul_eq_mul, div_mul_eq_mul_div, eq_div_iff hkl]
        exact e2
  · rintro ⟨c, hc, rfl⟩ X _
    have hcc : c * star c = 1 := by
      rw [Complex.star_def, Complex.mul_conj, Complex.normSq_eq_norm_sq, hc]
      simp
    have e : (c • A) * X * (c • A)ᴴ = (c * star c) • (A * X * Aᴴ) := by
      simp only [Matrix.conjTranspose_smul, Matrix.smul_mul, Matrix.mul_smul]
      module
    rw [e, hcc, one_smul]

/-- Two complex 2×2 matrices of determinant 1 act identically on all Hermitian matrices
through `X ↦ A X A†` if and only if they are equal or opposite. -/
theorem action_eq_iff_sign {A B : Matrix (Fin 2) (Fin 2) ℂ} (hA : A.det = 1)
    (hB : B.det = 1) :
    (∀ X : Matrix (Fin 2) (Fin 2) ℂ, X.IsHermitian → A * X * Aᴴ = B * X * Bᴴ) ↔
      B = A ∨ B = -A := by
  rw [action_eq_iff_phase]
  constructor
  · rintro ⟨c, _, rfl⟩
    -- the determinant leaves only the phases with `c² = 1`
    rw [Matrix.det_smul, hA, Fintype.card_fin, mul_one, sq] at hB
    rcases mul_self_eq_one_iff.mp hB with rfl | rfl
    · left
      rw [one_smul]
    · right
      rw [neg_smul, one_smul]
  · rintro (h | h)
    · exact ⟨1, norm_one, by rw [h, one_smul]⟩
    · exact ⟨-1, by rw [norm_neg, norm_one], by rw [h, neg_smul, one_smul]⟩

/-- A Hermitian 2×2 matrix is determined by the real parts of its traces against the four
Pauli matrices. -/
theorem eq_of_pauli_traces {M N : Matrix (Fin 2) (Fin 2) ℂ} (hM : M.IsHermitian)
    (hN : N.IsHermitian)
    (h : ∀ m, (Matrix.trace (pauli m * M)).re = (Matrix.trace (pauli m * N)).re) :
    M = N := by
  have herm : ∀ K : Matrix (Fin 2) (Fin 2) ℂ, K.IsHermitian → (K 0 0).im = 0 ∧
      (K 1 1).im = 0 ∧ (K 1 0).re = (K 0 1).re ∧ (K 1 0).im = -(K 0 1).im := by
    intro K hK
    have a := congrArg Complex.im (hK.apply 0 0)
    have b := congrArg Complex.im (hK.apply 1 1)
    have c := congrArg Complex.re (hK.apply 0 1)
    have d := congrArg Complex.im (hK.apply 0 1)
    simp only [Complex.star_def, Complex.conj_im, Complex.conj_re] at a b c d
    exact ⟨by linarith, by linarith, by linarith, by linarith⟩
  have tr : ∀ K : Matrix (Fin 2) (Fin 2) ℂ,
      (Matrix.trace (pauli 0 * K)).re = (K 0 0).re + (K 1 1).re ∧
      (Matrix.trace (pauli 1 * K)).re = (K 1 0).re + (K 0 1).re ∧
      (Matrix.trace (pauli 2 * K)).re = (K 1 0).im + -(K 0 1).im ∧
      (Matrix.trace (pauli 3 * K)).re = (K 0 0).re + -(K 1 1).re := by
    intro K
    refine ⟨?_, ?_, ?_, ?_⟩ <;>
      simp only [Matrix.trace_fin_two, Matrix.mul_apply, Fin.sum_univ_two] <;>
      simp [pauli]
  obtain ⟨a1, a2, a3, a4⟩ := herm M hM
  obtain ⟨b1, b2, b3, b4⟩ := herm N hN
  obtain ⟨s0, s1, s2, s3⟩ := tr M
  obtain ⟨t0, t1, t2, t3⟩ := tr N
  have h0 := h 0
  have h1 := h 1
  have h2 := h 2
  have h3 := h 3
  rw [s0, t0] at h0
  rw [s1, t1] at h1
  rw [s2, t2] at h2
  rw [s3, t3] at h3
  have e00 : M 0 0 = N 0 0 := Complex.ext (by linarith) (by linarith)
  have e01 : M 0 1 = N 0 1 := Complex.ext (by linarith) (by linarith)
  have e10 : M 1 0 = N 1 0 := Complex.ext (by linarith) (by linarith)
  have e11 : M 1 1 = N 1 1 := Complex.ext (by linarith) (by linarith)
  rw [Matrix.eta_fin_two M, Matrix.eta_fin_two N, e00, e01, e10, e11]

/-- Two complex 2×2 matrices have the same image under the spinor map exactly when they act
identically on all Hermitian matrices. -/
theorem lorentz_eq_iff (A B : Matrix (Fin 2) (Fin 2) ℂ) :
    lorentz A = lorentz B ↔
      ∀ X : Matrix (Fin 2) (Fin 2) ℂ, X.IsHermitian → A * X * Aᴴ = B * X * Bᴴ := by
  have hp : ∀ m, (pauli m).IsHermitian := by
    intro m
    unfold Matrix.IsHermitian
    ext i j
    fin_cases m <;> fin_cases i <;> fin_cases j <;> simp [pauli]
  constructor
  · intro h X _
    have hσ : ∀ n, A * pauli n * Aᴴ = B * pauli n * Bᴴ := by
      intro n
      refine eq_of_pauli_traces (Matrix.isHermitian_mul_mul_conjTranspose A (hp n))
        (Matrix.isHermitian_mul_mul_conjTranspose B (hp n)) fun m => ?_
      have e := congrFun (congrFun h m) n
      simp only [lorentz] at e
      linarith
    -- expand `X` in Pauli matrices
    have hX : X = ((X 0 0 + X 1 1) / 2) • pauli 0 + ((X 0 1 + X 1 0) / 2) • pauli 1
        + (Complex.I * (X 0 1 - X 1 0) / 2) • pauli 2
        + ((X 0 0 - X 1 1) / 2) • pauli 3 := by
      ext i j
      fin_cases i <;> fin_cases j <;> simp [pauli] <;> ring_nf <;>
        simp only [Complex.I_sq] <;> ring
    rw [hX]
    simp only [Matrix.mul_add, Matrix.add_mul, Matrix.mul_smul, Matrix.smul_mul, hσ]
  · intro h
    ext m n
    simp only [lorentz, h (pauli n) (hp n)]

/-- The elements of SL(2,ℂ) with the same Lorentz matrix as a given `A` of determinant 1
are `A` and `-A`. -/
theorem spinor_fibre {A : Matrix (Fin 2) (Fin 2) ℂ} (hA : A.det = 1) :
    {B : Matrix (Fin 2) (Fin 2) ℂ | B.det = 1 ∧ lorentz A = lorentz B} = {A, -A} := by
  ext B
  simp only [Set.mem_ofPred_eq, Set.mem_insert_iff, Set.mem_singleton_iff]
  constructor
  · rintro ⟨hB, h⟩
    exact (action_eq_iff_sign hA hB).mp ((lorentz_eq_iff A B).mp h)
  · intro h
    have hB : B.det = 1 := by
      rcases h with h | h
      · rw [h, hA]
      · rw [h, Matrix.det_neg, hA, Fintype.card_fin]
        norm_num
    exact ⟨hB, (lorentz_eq_iff A B).mpr ((action_eq_iff_sign hA hB).mpr h)⟩

/-- The spinor map on SL(2,ℂ) is exactly two-to-one onto its image: the Lorentz matrix of
any `A` of determinant 1 comes from exactly two matrices of determinant 1. -/
theorem spinor_map_two_to_one {A : Matrix (Fin 2) (Fin 2) ℂ} (hA : A.det = 1) :
    {B : Matrix (Fin 2) (Fin 2) ℂ | B.det = 1 ∧ lorentz A = lorentz B}.ncard = 2 := by
  rw [spinor_fibre hA]
  apply Set.ncard_pair
  intro h
  -- `A = -A` would make `A` vanish, against `det A = 1`
  have h0 : ∀ i j, A i j = 0 := by
    intro i j
    have e := congrFun (congrFun h i) j
    rw [Matrix.neg_apply] at e
    linear_combination (1 / 2 : ℂ) * e
  rw [Matrix.det_fin_two, h0 0 0, h0 0 1] at hA
  norm_num at hA

end

end SpinorMapTwoToOne
```

```lean
#print axioms SpinorMapTwoToOne.lorentz_eq_iff
-- 'SpinorMapTwoToOne.lorentz_eq_iff' depends on axioms: [propext, Classical.choice, Quot.sound]
#print axioms SpinorMapTwoToOne.spinor_map_two_to_one
-- 'SpinorMapTwoToOne.spinor_map_two_to_one' depends on axioms: [propext, Classical.choice, Quot.sound]
```

### How the lemmas carry the argument

`action_eq_of_hermitian` is the split into Hermitian and anti-Hermitian parts. It applies the hypothesis to $X+X^\dagger$ and $i(X-X^\dagger)$, cancels the factor $i$, and adds the halves with `linear_combination`.

`action_eq_iff_phase` contains the main step. Its local fact `key` computes the entries for a matrix unit, `e` is the resulting relation between products of entries, and `hn` is the equality of moduli. The case $A=0$ is treated separately, with $c=1$. In the other case, `mul_right_cancel₀` performs the cancellation of $\overline{A_{kl}}$.

`action_eq_iff_sign` puts the phase into the determinant, and `mul_self_eq_one_iff` turns $c^2=1$ into the two signs.

`eq_of_pauli_traces` writes out the four traces and solves for the real and imaginary parts of each entry with `linarith`. `lorentz_eq_iff` combines it with the Pauli expansion `hX`, which is checked entry by entry. The last two theorems join these equivalences and rule out $A=-A$.

### Other dimensions, and the global phase in quantum mechanics

The phase argument never used the size of the matrices. For $d\times d$ matrices of determinant 1, with $d\geq1$, the same determinant step gives $c^d=1$, so exactly $d$ matrices share each action on Hermitian matrices. In the smallest case, $d=1$, the only such matrix is the number 1 and there is no ambiguity; only for $d=2$ is the ambiguity exactly a sign.

For a finite-dimensional quantum system, `action_eq_iff_phase` also implies that two unitary matrices transforming every Hermitian operator alike, by $X\mapsto UXU^\dagger$, differ only by a global phase.
